# For a finite Hermitian matrix H, z − iH is invertible whenever Re z ≠ 0

The theorem `isUnit_sub` says that for a Hermitian complex matrix H of finite size, and a complex number z with nonzero real part, the matrix z·1 − iH has an inverse. If H is read as the Hamiltonian of a finite-dimensional quantum system, this means that the resolvent of iH exists everywhere off the imaginary axis. The proof supposes that the determinant vanishes and takes a nonzero vector v, not assumed normalised, with zv = iHv. It multiplies this equation by v† from the left and adds the complex conjugate of the result; since v†v and v†Hv are real, what remains is (z + z̄)v†v = 0. As v†v is not zero, the real part of z must be, which is a contradiction.

The first attempt, which Lean rejects:

```lean
import Mathlib

open Polynomial Matrix
open scoped ComplexOrder

namespace IsUnitSub

noncomputable section

variable {n : Type*} [Fintype n] [DecidableEq n]

/-- For Hermitian `H` and a complex number `z` with nonzero real part, `z - iH` is invertible. -/
theorem isUnit_sub {H : Matrix n n ℂ} (hH : H.IsHermitian) {z : ℂ} (hz : z.re ≠ 0) :
    IsUnit (algebraMap ℂ (Matrix n n ℂ) z - Complex.I • H) := by
  rw [Matrix.isUnit_iff_isUnit_det, isUnit_iff_ne_zero]
  intro h0
  obtain ⟨v, hv, h⟩ := Matrix.exists_mulVec_eq_zero_iff.mpr h0
  rw [Matrix.sub_mulVec, Algebra.algebraMap_eq_smul_one, Matrix.smul_mulVec,
    Matrix.one_mulVec, Matrix.smul_mulVec, sub_eq_zero] at h
  -- the norm and the energy expectation value are real
  have hs : star v ⬝ᵥ v = star (star v ⬝ᵥ v) := by
    conv_lhs => rw [Matrix.star_dotProduct]
  have hr : star v ⬝ᵥ (H *ᵥ v) = star (star v ⬝ᵥ (H *ᵥ v)) := by
    conv_lhs => rw [Matrix.star_dotProduct, Matrix.star_mulVec, hH.eq,
      ← Matrix.dotProduct_mulVec]
  have hn : star v ⬝ᵥ v ≠ 0 := by
    rw [dotProduct_comm]
    exact fun h1 => hv (dotProduct_star_self_eq_zero.mp h1)
  have e := congrArg (fun w => star v ⬝ᵥ w) h
  simp only [dotProduct_smul, smul_eq_mul] at e
  have e' := congrArg star e
  have hI : star Complex.I = -Complex.I := Complex.conj_I
  rw [star_mul', star_mul', ← hs, ← hr, hI] at e'
  have hsum : (z + star z) * (star v ⬝ᵥ v) = 0 := by linear_combination e + e'
  have h2 := congrArg Complex.re ((mul_eq_zero.mp hsum).resolve_right hn)
  simp only [Complex.add_re, Complex.star_def, Complex.conj_re, Complex.zero_re] at h2
  exact hz (by linarith)

end

end IsUnitSub
```

The error:

```
Main.lean:28:56: error: Application type mismatch: The argument
  h1
has type
  v ⬝ᵥ star v = 0
but is expected to have type
  star v ⬝ᵥ v = 0
in the application
  dotProduct_star_self_eq_zero.mp h1
```

What went wrong. The error lies in the proof of `hn`, which says that v†v is not zero. The goal is at first `star v ⬝ᵥ v ≠ 0`, but `rw [dotProduct_comm]` swaps the two factors and makes it `v ⬝ᵥ star v ≠ 0`. The hypothesis `h1` therefore reads `v ⬝ᵥ star v = 0`, while `dotProduct_star_self_eq_zero.mp` expects `star v ⬝ᵥ v = 0`. The two products are equal by commutativity, but Lean does not apply that theorem by itself when it checks the type of an argument, so it reports a mismatch.

The goal had the right form before the rewrite. With that line deleted, `h1` has exactly the type the lemma expects, and the lemma gives `v = 0`, which contradicts `hv`.

The other change is to a comment and has no effect on compilation. The old wording was inexact, because v†v is the square of the norm, and v†Hv is the energy expectation value only when v is normalised.

As a diff, the version that Lean accepts:

```diff
@@ -18,5 +18,5 @@
   rw [Matrix.sub_mulVec, Algebra.algebraMap_eq_smul_one, Matrix.smul_mulVec,
     Matrix.one_mulVec, Matrix.smul_mulVec, sub_eq_zero] at h
-  -- the norm and the energy expectation value are real
+  -- the numbers `v†v` and `v†Hv` are real
   have hs : star v ⬝ᵥ v = star (star v ⬝ᵥ v) := by
     conv_lhs => rw [Matrix.star_dotProduct]
@@ -25,5 +25,4 @@
       ← Matrix.dotProduct_mulVec]
   have hn : star v ⬝ᵥ v ≠ 0 := by
-    rw [dotProduct_comm]
     exact fun h1 => hv (dotProduct_star_self_eq_zero.mp h1)
   have e := congrArg (fun w => star v ⬝ᵥ w) h
```
